# Elastic energy of a misfitting sphere in an infinite isotropic matrix, minimised over the interface strain

## Two estimates that are too high

A precipitate that is too large for its hole in the surrounding crystal costs elastic energy. If the matrix is treated as rigid, the sphere takes up the whole misfit; if the sphere is treated as rigid, the matrix does. Both estimates are too high when both phases can deform. For a sphere of bulk modulus $K$ in a matrix of shear modulus $\mu$ with $3K=4\mu>0$, each gives twice the relaxed energy.

The relaxed energy follows from letting the two phases share the misfit. Let the unstrained hole have radius $a$ and volume $V=4\pi a^3/3$, and let the free sphere have radius $(1+e)a$. Its stress-free linear strain $e$ is positive when it is too large for the hole. Let $c$, called the interface strain, be the tangential strain of the matrix at the interface, so that the interface moves outwards by $ca$. The sphere then carries the uniform elastic strain $c-e$. The matrix has the radial displacement $u(r)=ca^3/r^2$, which is the decaying spherical solution of linear elasticity.

## The minimum and its Lean form

For $a>0$ and $3K+4\mu>0$, the total energy has the minimum

$$E_{\min}=\frac{18K\mu e^2V}{3K+4\mu},\qquad\text{reached only at}\qquad c_*=\frac{3Ke}{3K+4\mu}.$$

This is `misfit_energy_minimum`. Its first part gives the energy at `relaxedStrain K μ e`, which is $c_*$; its second part says that every other real $c$ has strictly higher energy. Positive moduli satisfy the condition on $3K+4\mu$, which stands for the stiffness of the sphere and matrix together against a change of $c$.

The function `totalEnergy K μs Km μ a e c` takes separate moduli for the two phases: `K` and `μs` belong to the sphere, `Km` and `μ` to the matrix. The result contains neither `μs` nor `Km`. In the definitions and lemmas about the matrix alone, the argument called `K` is the matrix bulk modulus. The matrix energy is an integral over `Ioi a`, the radii greater than $a$, with the radial strain written as a derivative of the displacement.

The minimisation runs over the single number $c$; the form of the displacement is assumed, not derived. The model has small strains, isotropic phases, one isolated sphere and an interface without misfit dislocations, which would relieve part of the misfit. It leaves out interfacial energy. Within those limits, the formula gives a reference value for the elastic part of the energy in an atomistic simulation of a large precipitate in a much larger cell.

## From strains to a parabola in $c$

With radial strain $\varepsilon_r$ and two equal tangential strains $\varepsilon_t$, a solid of bulk modulus $K$ and shear modulus $\mu$ has energy density

$$w=\tfrac12K(\varepsilon_r+2\varepsilon_t)^2+\tfrac23\mu(\varepsilon_r-\varepsilon_t)^2.$$

In the sphere both strains equal $c-e$. The shear term vanishes, and the energy is $\tfrac92K(c-e)^2V$.

In the matrix,

$$\varepsilon_r=u'(r)=-\frac{2ca^3}{r^3},\qquad \varepsilon_t=\frac{u(r)}r=\frac{ca^3}{r^3}.$$

The volume change $\varepsilon_r+2\varepsilon_t$ is zero, so the matrix bulk modulus has no effect. Since $\varepsilon_r-\varepsilon_t=-3ca^3/r^3$, the density is $6\mu c^2a^6/r^6$. Multiplying by the shell area $4\pi r^2$ and integrating gives

$$\int_a^\infty\frac{24\pi\mu c^2a^6}{r^4}\,dr=24\pi\mu c^2a^6\cdot\frac1{3a^3}=8\pi\mu c^2a^3=6\mu c^2V.$$

The total is therefore

$$\frac{E(c)}V=\tfrac92K(c-e)^2+6\mu c^2=\tfrac32(3K+4\mu)c^2-9Kec+\tfrac92Ke^2.$$

Completing the square gives

$$\frac{E(c)}V=\tfrac32(3K+4\mu)(c-c_*)^2+\tfrac92Ke^2-\frac{27K^2e^2}{2(3K+4\mu)}.$$

The last two terms combine to $18K\mu e^2/(3K+4\mu)$. The square has a positive coefficient, so the minimum lies at $c_*$ and nowhere else.

## Stress balance and the matrix share

The radial stress is $K(\varepsilon_r+2\varepsilon_t)+\tfrac43\mu(\varepsilon_r-\varepsilon_t)$. At the interface it equals $3K(c-e)$ on the sphere side and $-4\mu c$ on the matrix side. These agree exactly when $(3K+4\mu)c=3Ke$, that is, when $c=c_*$. Minimal energy and mechanical equilibrium thus select the same strain.

At that strain the matrix energy is

$$6\mu c_*^2V=\frac{54K^2\mu e^2V}{(3K+4\mu)^2}=\frac{3K}{3K+4\mu}\,E_{\min}.$$

The product form also holds for $e=0$, where both energies vanish.

## Rigid limits and an unstable case

For fixed $\mu>0$ and $K\to\infty$, the sphere can no longer change its volume and acts as rigid in this deformation: $c_*\to e$ and $E_{\min}\to6\mu e^2V$. For fixed $K>0$ and $\mu\to\infty$, the matrix no longer lets the interface move and acts as rigid in this deformation: $c_*\to0$ and $E_{\min}\to\tfrac92Ke^2V$. These are the two estimates from the start.

Without $3K+4\mu>0$ the minimum can disappear. Take $K=-2$, $\mu=1$ and $e=0$; a solid with such a negative bulk modulus is not stable on its own. Then $E(c)=-9c^2V+6c^2V=-3c^2V$, so $c_*=0$ is a maximum and the energy has no lower bound.

## The Lean file for the misfitting sphere

```lean
import Mathlib

open MeasureTheory Set Filter
open scoped Real Topology

namespace MisfittingSphere

noncomputable section

/-- Elastic energy density of an isotropic solid with bulk modulus `K` and shear modulus `μ`,
for radial strain `εr` and two equal tangential strains `εt`. -/
def energyDensity (K μ εr εt : ℝ) : ℝ :=
  K / 2 * (εr + 2 * εt) ^ 2 + 2 / 3 * μ * (εr - εt) ^ 2

/-- Radial stress of an isotropic solid for radial strain `εr` and tangential strains `εt`. -/
def radialStress (K μ εr εt : ℝ) : ℝ :=
  K * (εr + 2 * εt) + 4 / 3 * μ * (εr - εt)

/-- Radial displacement in the matrix at distance `r` from the centre of a sphere of radius `a`
with interface strain `c`. -/
def displacement (a c r : ℝ) : ℝ := c * a ^ 3 / r ^ 2

/-- Volume of a sphere of radius `a`. -/
def volume (a : ℝ) : ℝ := 4 * π * a ^ 3 / 3

/-- Elastic energy of the sphere, whose stress-free strain is `e` and whose actual strain
is `c`. -/
def sphereEnergy (K μ a e c : ℝ) : ℝ :=
  energyDensity K μ (c - e) (c - e) * volume a

/-- Elastic energy of the infinite matrix outside the sphere, integrated over spherical shells. -/
def matrixEnergy (K μ a c : ℝ) : ℝ :=
  ∫ r in Ioi a, energyDensity K μ (deriv (displacement a c) r) (displacement a c r / r)
    * (4 * π * r ^ 2)

/-- Total elastic energy of a sphere (moduli `K`, `μs`) in a matrix (moduli `Km`, `μ`). -/
def totalEnergy (K μs Km μ a e c : ℝ) : ℝ :=
  sphereEnergy K μs a e c + matrixEnergy Km μ a c

/-- The interface strain `3Ke/(3K+4μ)`. -/
def relaxedStrain (K μ e : ℝ) : ℝ := 3 * K * e / (3 * K + 4 * μ)

/-- The radial strain in the matrix is `-2 c a³/r³`. -/
theorem hasDerivAt_displacement (a c : ℝ) {r : ℝ} (hr : 0 < r) :
    HasDerivAt (displacement a c) (-2 * (c * a ^ 3 / r ^ 3)) r := by
  have h2 : HasDerivAt (fun x : ℝ => x ^ 2) (2 * r) r := by
    simpa using hasDerivAt_pow 2 r
  have h : HasDerivAt (fun x : ℝ => c * a ^ 3 / x ^ 2)
      ((0 * r ^ 2 - c * a ^ 3 * (2 * r)) / (r ^ 2) ^ 2) r :=
    (hasDerivAt_const r (c * a ^ 3)).fun_div h2 (by positivity)
  refine h.congr_deriv ?_
  field_simp
  ring

/-- The matrix energy is the integral of `24πμc²a⁶/r⁴` from the interface to infinity. -/
theorem matrixEnergy_eq_integral (K μ c : ℝ) {a : ℝ} (ha : 0 < a) :
    matrixEnergy K μ a c = ∫ r in Ioi a, 24 * π * μ * c ^ 2 * a ^ 6 / r ^ 4 := by
  unfold matrixEnergy
  apply setIntegral_congr_fun measurableSet_Ioi
  intro r hr
  have hr0 : 0 < r := lt_trans ha (mem_Ioi.mp hr)
  have ht : displacement a c r / r = c * a ^ 3 / r ^ 3 := by
    unfold displacement
    rw [div_div, ← pow_succ]
  beta_reduce
  rw [(hasDerivAt_displacement a c hr0).deriv, ht]
  -- the dilatation vanishes, so only the shear energy survives
  calc energyDensity K μ (-2 * (c * a ^ 3 / r ^ 3)) (c * a ^ 3 / r ^ 3) * (4 * π * r ^ 2)
      = 6 * μ * (c * a ^ 3 / r ^ 3) ^ 2 * (4 * π * r ^ 2) := by
        unfold energyDensity
        ring
    _ = 24 * π * μ * c ^ 2 * a ^ 6 / r ^ 4 := by
        field_simp
        ring

/-- The integral of `1/r⁴` from `a` to infinity is `1/(3a³)`. -/
theorem integral_inv_pow_four {a : ℝ} (ha : 0 < a) :
    ∫ r in Ioi a, 1 / r ^ 4 = 1 / (3 * a ^ 3) := by
  have hd : ∀ r ∈ Ici a, HasDerivAt (fun x : ℝ => (-1 / 3) / x ^ 3) (1 / r ^ 4) r := by
    intro r hr
    have hr0 : 0 < r := lt_of_lt_of_le ha (mem_Ici.mp hr)
    have h3 : HasDerivAt (fun x : ℝ => x ^ 3) (3 * r ^ 2) r := by
      simpa using hasDerivAt_pow 3 r
    have h : HasDerivAt (fun x : ℝ => (-1 / 3) / x ^ 3)
        ((0 * r ^ 3 - (-1 / 3) * (3 * r ^ 2)) / (r ^ 3) ^ 2) r :=
      (hasDerivAt_const r (-1 / 3 : ℝ)).fun_div h3 (by positivity)
    refine h.congr_deriv ?_
    rw [div_eq_div_iff (by positivity) (by positivity)]
    ring
  have hl : Tendsto (fun x : ℝ => (-1 / 3) / x ^ 3) atTop (𝓝 0) :=
    (tendsto_pow_atTop (by norm_num : (3 : ℕ) ≠ 0)).const_div_atTop (-1 / 3)
  rw [integral_Ioi_of_hasDerivAt_of_nonneg' hd (fun r _ => by positivity) hl]
  field_simp
  ring

/-- The matrix energy equals `6μc²V`, whatever the bulk modulus of the matrix. -/
theorem matrixEnergy_eq (K μ c : ℝ) {a : ℝ} (ha : 0 < a) :
    matrixEnergy K μ a c = 6 * μ * c ^ 2 * volume a := by
  rw [matrixEnergy_eq_integral K μ c ha]
  calc ∫ r in Ioi a, 24 * π * μ * c ^ 2 * a ^ 6 / r ^ 4
      = ∫ r in Ioi a, (24 * π * μ * c ^ 2 * a ^ 6) * (1 / r ^ 4) := by
        simp only [mul_one_div]
    _ = (24 * π * μ * c ^ 2 * a ^ 6) * (1 / (3 * a ^ 3)) := by
        rw [integral_const_mul, integral_inv_pow_four ha]
    _ = 6 * μ * c ^ 2 * volume a := by
        unfold volume
        field_simp
        ring

/-- The total energy is a constant plus a quadratic term in the deviation of the interface
strain from `3Ke/(3K+4μ)`. -/
theorem totalEnergy_eq_square (μs Km e c : ℝ) {K μ a : ℝ} (ha : 0 < a)
    (h : 3 * K + 4 * μ ≠ 0) :
    totalEnergy K μs Km μ a e c = 18 * K * μ * e ^ 2 * volume a / (3 * K + 4 * μ)
      + 3 / 2 * (3 * K + 4 * μ) * (c - relaxedStrain K μ e) ^ 2 * volume a := by
  have hx : relaxedStrain K μ e * (3 * K + 4 * μ) = 3 * K * e := (eq_div_iff h).mp rfl
  have hE : 18 * K * μ * e ^ 2 * volume a / (3 * K + 4 * μ)
      = 6 * μ * e * volume a * relaxedStrain K μ e := by
    rw [div_eq_iff h]
    linear_combination (-6 * μ * e * volume a) * hx
  rw [hE]
  unfold totalEnergy sphereEnergy energyDensity
  rw [matrixEnergy_eq Km μ c ha]
  -- complete the square, using the defining relation of the relaxed strain
  linear_combination
    (volume a * (3 * c - 3 / 2 * relaxedStrain K μ e - 3 / 2 * e)) * hx

/-- The elastic energy of a misfitting sphere has the minimum `18Kμe²V/(3K+4μ)` over the
interface strain, attained only at `c = 3Ke/(3K+4μ)`. -/
theorem misfit_energy_minimum (μs Km e : ℝ) {K μ a : ℝ} (ha : 0 < a)
    (h : 0 < 3 * K + 4 * μ) :
    totalEnergy K μs Km μ a e (relaxedStrain K μ e)
        = 18 * K * μ * e ^ 2 * volume a / (3 * K + 4 * μ) ∧
      ∀ c, c ≠ relaxedStrain K μ e →
        totalEnergy K μs Km μ a e (relaxedStrain K μ e) < totalEnergy K μs Km μ a e c := by
  have hmin : totalEnergy K μs Km μ a e (relaxedStrain K μ e)
      = 18 * K * μ * e ^ 2 * volume a / (3 * K + 4 * μ) := by
    rw [totalEnergy_eq_square μs Km e _ ha h.ne']
    ring
  refine ⟨hmin, fun c hc => ?_⟩
  rw [hmin, totalEnergy_eq_square μs Km e c ha h.ne']
  -- any deviation costs a strictly positive quadratic energy
  have hV : 0 < volume a := by
    unfold volume
    positivity
  have hs : 0 < (c - relaxedStrain K μ e) ^ 2 := by
    have := sub_ne_zero.mpr hc
    positivity
  have hp := mul_pos (mul_pos (mul_pos (by norm_num : (0 : ℝ) < 3 / 2) h) hs) hV
  linarith

/-- The radial stress is continuous across the interface exactly when the interface strain is
`3Ke/(3K+4μ)`. -/
theorem stress_balance_iff (μs Km e c : ℝ) {K μ a : ℝ} (ha : 0 < a)
    (h : 3 * K + 4 * μ ≠ 0) :
    radialStress K μs (c - e) (c - e)
        = radialStress Km μ (deriv (displacement a c) a) (displacement a c a / a)
      ↔ c = relaxedStrain K μ e := by
  have h1 : c * a ^ 3 / a ^ 3 = c := mul_div_cancel_right₀ c (by positivity)
  have h2 : displacement a c a / a = c := by
    unfold displacement
    rw [div_div, ← pow_succ]
    exact h1
  rw [(hasDerivAt_displacement a c ha).deriv, h1, h2]
  unfold radialStress relaxedStrain
  rw [eq_div_iff h]
  constructor <;> intro hc <;> linear_combination hc

/-- At the interface strain `3Ke/(3K+4μ)` the matrix energy is `3K/(3K+4μ)` times the total elastic
energy. -/
theorem matrix_energy_share (μs Km e : ℝ) {K μ a : ℝ} (ha : 0 < a)
    (h : 0 < 3 * K + 4 * μ) :
    matrixEnergy Km μ a (relaxedStrain K μ e)
      = 3 * K / (3 * K + 4 * μ) * totalEnergy K μs Km μ a e (relaxedStrain K μ e) := by
  rw [(misfit_energy_minimum μs Km e ha h).1, matrixEnergy_eq Km μ _ ha]
  have hne := h.ne'
  unfold relaxedStrain
  field_simp
  ring

end

end MisfittingSphere
```

```lean
#print axioms MisfittingSphere.misfit_energy_minimum
#print axioms MisfittingSphere.stress_balance_iff
#print axioms MisfittingSphere.matrix_energy_share
```

```
'MisfittingSphere.misfit_energy_minimum' depends on axioms: [propext, Classical.choice, Quot.sound]
'MisfittingSphere.stress_balance_iff' depends on axioms: [propext, Classical.choice, Quot.sound]
'MisfittingSphere.matrix_energy_share' depends on axioms: [propext, Classical.choice, Quot.sound]
```

## How the Lean proof follows the calculation

`hasDerivAt_displacement` differentiates $ca^3/r^2$ by the quotient rule. `matrixEnergy_eq_integral` inserts the two strains at each $r>a$ and simplifies the integrand; `ring` carries out the cancellation of the volume change.

`integral_inv_pow_four` uses the antiderivative $-1/(3r^3)$ and its limit zero at infinity. The integrand is nonnegative, which together with that limit gives convergence as well as the value. `matrixEnergy_eq` then takes out the constant factor and obtains $6\mu c^2V$.

`totalEnergy_eq_square` completes the square. It works from `hx`, the relation $c_*(3K+4\mu)=3Ke$, and first rewrites the minimum energy as $6\mu eVc_*$. What remains is a polynomial identity up to a multiple of `hx`, and `linear_combination` supplies that multiple.

In `misfit_energy_minimum`, setting $c=c_*$ removes the square and gives the value. For any other $c$, the factors $3K+4\mu$, $(c-c_*)^2$ and $V$ are all positive, so the energy is strictly higher.

`stress_balance_iff` evaluates both stresses at $r=a$ and reduces their equality to the linear equation for $c$. It assumes $a>0$ and $3K+4\mu\neq0$; the sign of $3K+4\mu$ does not matter. `matrix_energy_share` combines the minimum value with the formula for the matrix energy.
